# An exact expansion of k singlet pairs takes 2ᵏ spin product states, whatever axes the spins point along

Q: Stretch k separate single bonds until each has one electron on either end. There are now 2k localised spins 1/2, and each bond still holds its two spins in a singlet. A broken-symmetry description replaces this by one arrangement such as up-down, up-down, and so on, which is contaminated by higher spin. To repair it I add further arrangements. With all spins along a common axis I need 2ᵏ of them. But suppose that I tilt every spin as I like, differently in every term, so that the terms are no longer orthogonal. Surely that freedom saves something?

A: It saves nothing if the expansion is to be exact. The least number of terms is still 2ᵏ. The reason is the entanglement between the first partners of all pairs and the second partners.

Q: Show me without any code.

A: Number the pairs i = 0, …, k−1, and write 0 for up and 1 for down. The normalised singlet has amplitudes S(a,b), where a is the state of the first spin and b that of the second:

S(0,1) = 1/√2, S(1,0) = −1/√2, S(0,0) = S(1,1) = 0.

Trace out the second spin. For a ≠ c, the amplitudes S(a,t) and S(c,t) are never both nonzero at the same t. For a = c, one value of t contributes 1/2. With δ(a,c) equal to 1 if a = c and 0 otherwise,

Σ_t S(a,t) conj S(c,t) = δ(a,c)/2.

Now let a = (a₀, …) list the states of all first partners and b those of all second partners. The full state is

Ψ(a,b) = ∏ᵢ S(aᵢ,bᵢ).

The sum over b splits into one sum per pair, so the first partners have the density matrix

Σ_b Ψ(a,b) conj Ψ(c,b) = ∏ᵢ δ(aᵢ,cᵢ)/2 = 2⁻ᵏ δ(a,c).

Suppose that n terms suffice, each a function of a times a function of b:

Ψ(a,b) = Σᵣ fᵣ(a) gᵣ(b).

Multiply by 2ᵏ conj Ψ(c,b) and sum over b. This gives

δ(a,c) = Σᵣ fᵣ(a) Xᵣ(c), with Xᵣ(c) = 2ᵏ Σ_b gᵣ(b) conj Ψ(c,b).

The left side is the identity matrix of dimension 2ᵏ, which has rank 2ᵏ. The right side is a product of matrices through an n-dimensional space, which has rank at most n. Hence 2ᵏ ≤ n.

A spin product state has the required form: its amplitude is the product of the first partners' spinor components times the product of the second partners'. The direction of each spinor plays no part.

Q: And 2ᵏ terms are enough because each singlet has two?

A: Yes. For one pair,

S(a,b) = Σ_t S(t,1−t) δ(a,t) δ(b,1−t).

Multiplying this out over the pairs gives one term for every choice s = (s₀, …) of the first partners' directions, with coefficient ∏ᵢ S(sᵢ,1−sᵢ). Its size is 2^(−k/2), and its sign is minus if an odd number of first partners point down.

Q: Put in numbers for two bonds.

A: List the spins as first and second of pair 0, then first and second of pair 1. The state is

Ψ = ½ (↑↓↑↓ − ↑↓↓↑ − ↓↑↑↓ + ↓↑↓↑).

Arrange the amplitudes in a 4×4 matrix, with rows a and columns b in the order 00, 01, 10, 11. The nonzero entries are

Ψ(00,11) = ½, Ψ(01,10) = −½, Ψ(10,01) = −½, Ψ(11,00) = ½.

Each row and each column has exactly one of them, so the rank is 4. Three product states, tilted in any way, give a matrix of rank at most 3.

Q: I accept the argument. My doubt is whether the formal version is about the same thing. What is a state there?

A: It is a table of complex amplitudes, one for each up/down configuration. The singlet comes first, as a 2×2 matrix with the usual normalisation.

In Lean 4 with Mathlib:

```lean
import Mathlib

open ComplexConjugate

namespace SingletProductRank

noncomputable section

/-- Amplitudes of the normalised two-spin singlet; index 0 is spin up and index 1 is spin down. -/
def singlet : Matrix (Fin 2) (Fin 2) ℂ :=
  ((√2 : ℝ) : ℂ)⁻¹ • !![0, 1; -1, 0]
```

Spins carry labels in `Fin k × Fin 2`: the pair, then the partner. A configuration σ assigns 0 or 1 to every label, and the product of singlets multiplies one singlet amplitude per pair.

```lean
/-- The product of `k` singlets, as a function of the configuration of all `2k` spins.
Spins `(i, 0)` and `(i, 1)` are the partners in pair `i`. -/
def singletProduct (k : ℕ) : (Fin k × Fin 2 → Fin 2) → ℂ :=
  fun σ => ∏ i, singlet (σ (i, 0)) (σ (i, 1))
```

Q: Where is my freedom to tilt each spin?

A: In `v`, which supplies two complex amplitudes for each spin, with no relation between different spins.

```lean
/-- The spin product state in which each spin `p` has its own spinor `v p`. -/
def productState {k : ℕ} (v : Fin k × Fin 2 → Fin 2 → ℂ) :
    (Fin k × Fin 2 → Fin 2) → ℂ :=
  fun σ => ∏ p, v p (σ p)
```

Any direction on the Bloch sphere is available. The spinors needn't be normalised, which only admits more competitors. The expansion that reaches 2ᵏ uses unit spinors, so insisting on normalisation would leave the minimum unchanged.

The other definitions are bookkeeping. `join a b` assembles a full configuration from those of the two groups of partners.

```lean
/-- The configuration with first partners in `a` and second partners in `b`. -/
def join {k : ℕ} (a b : Fin k → Fin 2) : Fin k × Fin 2 → Fin 2 :=
  fun p => if p.2 = 0 then a p.1 else b p.1
```

`basisSpin` is a spin along the common axis, and `antiparallel s` is the arrangement in which pair i has its first spin in state `s i` and its second spin opposite. In `Fin 2`, the expression `1 - s p.1` exchanges 0 and 1.

```lean
/-- The spinor of a spin that is up (`t = 0`) or down (`t = 1`) along the common axis. -/
def basisSpin (t : Fin 2) : Fin 2 → ℂ :=
  fun a => if a = t then 1 else 0

/-- The spinors of an antiparallel arrangement: in pair `i` the first spin is `s i` and
the second is opposite to it. -/
def antiparallel {k : ℕ} (s : Fin k → Fin 2) : Fin k × Fin 2 → Fin 2 → ℂ :=
  fun p => basisSpin (if p.2 = 0 then s p.1 else 1 - s p.1)
```

Q: Then what does the final theorem say, in words?

A: `isLeast_product_expansion` considers the set of all numbers n for which there are n complex coefficients `c` and n choices of spinors `v` with

`singletProduct k = ∑ r, c r • productState (v r)`

`IsLeast` says that 2ᵏ belongs to this set and that no member is smaller. The spinors `v r` depend on the term r, so every spin may have a new axis in every term. Orthogonality between terms is never required. The theorem holds for every k, including k = 0, where there are no spins and a single term remains.

Q: You have fixed the sites, though. Electrons are identical.

A: That is a real restriction. The model has 2k distinguishable sites with one spin on each, as for localised orbitals that stay the same in all terms. Slater determinants whose spatial orbitals also change from term to term form a larger family, and the theorem doesn't bound their number. For electronic structure, the result therefore concerns how many spin arrangements an exact singlet-pair state needs when the singly occupied sites are fixed.

The equality is also exact. If you leave out one of the 2ᵏ antiparallel terms, the error has norm 2^(−k/2), which is small for many pairs. A bound for approximate expansions would be a different theorem.

Q: Now take me through the proof. Where is the density matrix of one spin?

A: Here. The auxiliary `h` says that (1/√2)² = 1/2, and `fin_cases` runs through the four combinations of a and c.

```lean
/-- Tracing out one spin of a singlet leaves the other with density matrix one half
times the identity. -/
theorem singlet_density (a c : Fin 2) :
    ∑ t, singlet a t * conj (singlet c t) = if a = c then (2 : ℂ)⁻¹ else 0 := by
  have h : ((√2 : ℝ) : ℂ)⁻¹ * ((√2 : ℝ) : ℂ)⁻¹ = (2 : ℂ)⁻¹ := by
    rw [← mul_inv, ← Complex.ofReal_mul, Real.mul_self_sqrt (by norm_num)]
    norm_num
  fin_cases a <;> fin_cases c <;> simp [singlet, Fin.sum_univ_two, h]
```

The next lemma does the same for all first partners. In `hprod`, the rewriting with `Finset.prod_univ_sum` is the step that exchanges a sum over configurations for a product of sums over single spins. If a = c, every factor is 1/2. If not, some pair i has `a i` different from `c i`, and its zero factor removes the whole product.

```lean
/-- Tracing out the second partners of `k` singlets leaves the first partners with
density matrix `2⁻ᵏ` times the identity. -/
theorem first_partners_density {k : ℕ} (a c : Fin k → Fin 2) :
    ∑ b, singletProduct k (join a b) * conj (singletProduct k (join c b))
      = if a = c then (2 : ℂ)⁻¹ ^ k else 0 := by
  -- the sum over configurations factorises into one sum for each pair
  have hprod : ∑ b, singletProduct k (join a b) * conj (singletProduct k (join c b))
      = ∏ i, ∑ t, singlet (a i) t * conj (singlet (c i) t) := by
    rw [Finset.prod_univ_sum, Fintype.piFinset_univ]
    refine Finset.sum_congr rfl fun b _ => ?_
    simp [singletProduct, join, map_prod, Finset.prod_mul_distrib]
  rw [hprod]
  simp only [singlet_density]
  split_ifs with h
  · subst h
    simp
  · obtain ⟨i, hi⟩ := Function.ne_iff.mp h
    exact Finset.prod_eq_zero (Finset.mem_univ i) (if_neg hi)
```

Q: And the rank argument?

A: It is stated for more general terms than yours. Each term is a state of all first partners times a state of all second partners, and either group may be internally entangled in any way. The index type `ι` is any finite set of terms, and its size `Fintype.card ι` is our n.

```lean
/-- Suppose the product of `k` singlets is a sum of terms, each a state of the first partners
times a state of the second partners, with any correlation inside either group.
Then there are at least `2ᵏ` terms. -/
theorem two_pow_le_of_group_expansion {k : ℕ} {ι : Type*} [Fintype ι]
    (f g : ι → (Fin k → Fin 2) → ℂ)
    (h : ∀ a b, singletProduct k (join a b) = ∑ r, f r a * g r b) :
    2 ^ k ≤ Fintype.card ι := by
  classical
  let F : Matrix (Fin k → Fin 2) ι ℂ := Matrix.of fun a r => f r a
  let X : Matrix ι (Fin k → Fin 2) ℂ := Matrix.of fun r c =>
    2 ^ k * ∑ b, g r b * conj (singletProduct k (join c b))
  -- the identity on the first partners factors through the space of terms
  have hFX : F * X = 1 := by
    ext a c
    have hd := first_partners_density a c
    calc (F * X) a c
        = 2 ^ k * ∑ b, (∑ r, f r a * g r b) * conj (singletProduct k (join c b)) := by
          simp only [F, X, Matrix.mul_apply, Matrix.of_apply, Finset.mul_sum,
            Finset.sum_mul]
          rw [Finset.sum_comm]
          refine Finset.sum_congr rfl fun b _ => Finset.sum_congr rfl fun r _ => ?_
          ring
      _ = 2 ^ k * ∑ b, singletProduct k (join a b)
            * conj (singletProduct k (join c b)) := by
          congr 1
          exact Finset.sum_congr rfl fun b _ => by rw [← h a b]
      _ = (1 : Matrix (Fin k → Fin 2) (Fin k → Fin 2) ℂ) a c := by
          rw [hd, Matrix.one_apply]
          split_ifs
          · rw [← mul_pow]
            norm_num
          · simp
  -- compare ranks
  calc 2 ^ k = Fintype.card (Fin k → Fin 2) := by simp
    _ = (1 : Matrix (Fin k → Fin 2) (Fin k → Fin 2) ℂ).rank := Matrix.rank_one.symm
    _ = (F * X).rank := by rw [hFX]
    _ ≤ F.rank := Matrix.rank_mul_le_left F X
    _ ≤ Fintype.card ι := F.rank_le_card_width
```

The matrices `F` and `X` are those of the derivation. The first line of the `calc` for `hFX` interchanges the sums over r and b, the second puts the product of singlets back in place of its expansion by means of `h`, and the third inserts the density matrix, where 2ᵏ cancels 2⁻ᵏ. The last block is the comparison of ranks: that of the identity is 2ᵏ, that of a product is at most that of its left factor, and `F` has only n columns.

Q: If entanglement inside the groups is harmless, why not allow it everywhere?

A: Because the bound already fails if the terms may be entangled across the two groups in a single pair. For one pair, the singlet itself is then an admissible term, and one term does the work of two. For k ≥ 1 pairs, keep pair 0 as an intact singlet in every term and expand only the others. That takes 2^(k−1) terms, half the number in the theorem.

Q: So my tilted product states are a special case.

A: Yes, and the next theorem makes the reduction. It takes fᵣ(a) to be the coefficient times the first partners' spinor components, and gᵣ(b) to be the product of the second partners' components. The closing `simp` splits the product over all spins into these two.

```lean
/-- Any expansion of `k` singlets in spin product states has at least `2ᵏ` terms, even if
every spin in every term has its own arbitrary spinor. -/
theorem two_pow_le_of_product_expansion {k : ℕ} {ι : Type*} [Fintype ι]
    (c : ι → ℂ) (v : ι → Fin k × Fin 2 → Fin 2 → ℂ)
    (h : singletProduct k = ∑ r, c r • productState (v r)) :
    2 ^ k ≤ Fintype.card ι := by
  refine two_pow_le_of_group_expansion
    (fun r a => c r * ∏ i, v r (i, 0) (a i)) (fun r b => ∏ i, v r (i, 1) (b i)) ?_
  intro a b
  rw [h, Finset.sum_apply]
  refine Finset.sum_congr rfl fun r _ => ?_
  simp [productState, join, Fintype.prod_prod_type, Fin.prod_univ_two,
    Finset.prod_mul_distrib, mul_assoc]
```

Q: That leaves the explicit expansion.

A: `hpair` is the two-term formula for one singlet, checked for the four values of (a,b). The `calc` inserts it for every pair and multiplies out, again with `Finset.prod_univ_sum`, so that each choice `s` gives one antiparallel arrangement.

```lean
/-- The product of `k` singlets is a combination of the `2ᵏ` arrangements in which the two
spins of every pair are antiparallel along the common axis. -/
theorem singletProduct_eq_sum_antiparallel (k : ℕ) :
    singletProduct k = ∑ s : Fin k → Fin 2,
      (∏ i, singlet (s i) (1 - s i)) • productState (antiparallel s) := by
  -- one singlet has two antiparallel terms
  have hpair : ∀ a b : Fin 2, singlet a b
      = ∑ t, singlet t (1 - t) * (basisSpin t a * basisSpin (1 - t) b) := by
    intro a b
    fin_cases a <;> fin_cases b <;> simp [singlet, basisSpin, Fin.sum_univ_two]
  funext σ
  rw [Finset.sum_apply]
  calc singletProduct k σ
      = ∏ i, ∑ t, singlet t (1 - t)
          * (basisSpin t (σ (i, 0)) * basisSpin (1 - t) (σ (i, 1))) :=
        Finset.prod_congr rfl fun i _ => hpair _ _
    _ = _ := by
        rw [Finset.prod_univ_sum, Fintype.piFinset_univ]
        refine Finset.sum_congr rfl fun s _ => ?_
        simp [productState, antiparallel, Fintype.prod_prod_type, Fin.prod_univ_two,
          Finset.prod_mul_distrib]
```

The final theorem joins the two halves. For membership, `e` numbers the antiparallel arrangements from 0 to 2ᵏ − 1, because the set in the statement speaks of n numbered terms. For minimality, any expansion with n terms is handed to the lower bound.

```lean
/-- The least number of spin product states, with arbitrary spinors for every spin in every
term, whose linear combination is the product of `k` singlets is exactly `2ᵏ`. -/
theorem isLeast_product_expansion (k : ℕ) :
    IsLeast {n : ℕ | ∃ (c : Fin n → ℂ) (v : Fin n → Fin k × Fin 2 → Fin 2 → ℂ),
      singletProduct k = ∑ r, c r • productState (v r)} (2 ^ k) := by
  constructor
  · -- number the antiparallel arrangements from 0 to 2 ^ k - 1
    let e : Fin (2 ^ k) ≃ (Fin k → Fin 2) :=
      (Fintype.equivFinOfCardEq (by simp)).symm
    refine ⟨fun r => ∏ i, singlet (e r i) (1 - e r i), fun r => antiparallel (e r), ?_⟩
    rw [singletProduct_eq_sum_antiparallel]
    exact (e.sum_comp (fun s : Fin k → Fin 2 =>
      (∏ i, singlet (s i) (1 - s i)) • productState (antiparallel s))).symm
  · rintro n ⟨c, v, h⟩
    simpa using two_pow_le_of_product_expansion c v h

end

end SingletProductRank
```

```lean
#print axioms SingletProductRank.isLeast_product_expansion
-- 'SingletProductRank.isLeast_product_expansion' depends on axioms: [propext, Classical.choice, Quot.sound]
```

Q: Then tilting the spins changes which expansions I can write, but not how short the shortest one is.

A: Yes, for an exact expansion on fixed sites. With ten stretched bonds it has 1024 terms, and noncollinear spins don't bring it down to 1023.
